# Nonzero real solutions of u'' = −c u/r² on r > 0 have infinitely many zeros in [1, ∞) exactly when c > 1/4

Q: You want to describe a particle in an inverse-square attraction, whose radial equation at zero energy is

u''(r) = −c u(r)/r², r > 0,

with a real constant c. Your file never writes a second derivative. It speaks of a pair of functions, u and v. Why should I accept that as the radial equation?

A: Because the pair is the same equation written as a first-order system. The predicate `IsRadialSolution c u v` says that at every r > 0 the function u has derivative v(r), and v has derivative −c u(r)/r². The first half forces v = u' on r > 0, so v is not an extra freedom, and the second half is then the radial equation.

```lean
import Mathlib

open Real

namespace InverseSquareThreshold

noncomputable section

/-- The radial equation `u'' = -c u / r²` on `r > 0`, with `v` the first derivative of `u`. -/
def IsRadialSolution (c : ℝ) (u v : ℝ → ℝ) : Prop :=
  ∀ r : ℝ, 0 < r → HasDerivAt u (v r) r ∧ HasDerivAt v (-c * u r / r ^ 2) r
```

Q: The functions are defined on all of ℝ. What happens at r ≤ 0?

A: Nothing is required there. Lean's functions need values everywhere, but the predicate looks only at r > 0. It also imposes no boundary condition at the origin and no normalisation, so the results cover every real solution that is not identically zero on r > 0, whatever it does near r = 0.

Q: And what is c physically? A dipole potential isn't even central.

A: Here u is r times the radial part of the wavefunction, and c is the net strength of the attraction, in units of ħ²/2m, after the angular motion has been separated off. For a central potential −ħ²g/(2mr²) and angular momentum l, c = g − l(l+1). For an electron in the field of a fixed point dipole, the potential is ħ²β cos θ/(2mr²) with a constant β, so the angular part separates too, and c is minus an eigenvalue of the angular operator L²/ħ² + β cos θ, where L is the orbital angular momentum. The file takes c as given and doesn't compute it from a dipole moment.

Q: Then where does 1/4 come from?

A: From a change of variable. Put r = exp t and define

w(t) = exp(−t/2) u(exp t).

Differentiating once gives

w'(t) = exp(t/2) u'(exp t) − w(t)/2.

Differentiating again gives

w''(t) = ½ exp(t/2) u'(exp t) + exp(3t/2) u''(exp t) − w'(t)/2.

By the radial equation the middle term is −c w(t). By the formula for w', the first term is ½ w'(t) + ¼ w(t). The w' terms cancel, leaving

w'' = (1/4 − c) w.

The coefficient is now constant and changes sign at c = 1/4. In the file w is `logAmp u`, w' is `logSlope u v`, and `logFrequency c` is the frequency ν = √(c − 1/4), used only for c > 1/4.

```lean
/-- The rescaled amplitude `w(t) = exp(-t/2) u(exp t)` in the logarithmic radius `t = log r`. -/
def logAmp (u : ℝ → ℝ) (t : ℝ) : ℝ := Real.exp (-t / 2) * u (Real.exp t)

/-- The slope of the rescaled amplitude, written through `u` and its radial derivative `v`. -/
def logSlope (u v : ℝ → ℝ) (t : ℝ) : ℝ :=
  Real.exp (t / 2) * v (Real.exp t) - logAmp u t / 2

/-- The frequency `√(c - 1/4)` of oscillation in the logarithmic radius, for `c > 1/4`. -/
def logFrequency (c : ℝ) : ℝ := √(c - 1 / 4)
```

Q: Does Lean derive that equation, or is it built into the definitions?

A: It derives it, in two lemmas. Each applies the product and chain rules, and `congr_deriv` then asks for a proof that the resulting expression equals the stated derivative. The identity `e`, exp(t/2) = exp(−t/2) exp t, brings the exponentials to a common form. In the second lemma, `k` cancels the r² in the denominator against two factors of exp t.

```lean
/-- For a radial solution, `logSlope` is the derivative of the rescaled amplitude. -/
theorem hasDerivAt_logAmp {c : ℝ} {u v : ℝ → ℝ} (h : IsRadialSolution c u v) (t : ℝ) :
    HasDerivAt (logAmp u) (logSlope u v t) t := by
  have hu := (h (Real.exp t) (Real.exp_pos t)).1.comp t (Real.hasDerivAt_exp t)
  have hm : HasDerivAt (fun s : ℝ => Real.exp (-s / 2)) (Real.exp (-t / 2) * (-1 / 2)) t :=
    ((hasDerivAt_id' t).fun_neg.div_const 2).exp
  have e : Real.exp (t / 2) = Real.exp (-t / 2) * Real.exp t := by
    rw [← Real.exp_add]
    congr 1
    ring
  exact (hm.fun_mul hu).congr_deriv (by
    simp only [logSlope, logAmp, Function.comp_apply]
    rw [e]
    ring)

/-- In the logarithmic radius the inverse-square equation has constant coefficients:
`w'' = (1/4 - c) w`. -/
theorem hasDerivAt_logSlope {c : ℝ} {u v : ℝ → ℝ} (h : IsRadialSolution c u v) (t : ℝ) :
    HasDerivAt (logSlope u v) ((1 / 4 - c) * logAmp u t) t := by
  have hv := (h (Real.exp t) (Real.exp_pos t)).2.comp t (Real.hasDerivAt_exp t)
  have hm : HasDerivAt (fun s : ℝ => Real.exp (s / 2)) (Real.exp (t / 2) * (1 / 2)) t :=
    ((hasDerivAt_id' t).div_const 2).exp
  have e : Real.exp (t / 2) = Real.exp (-t / 2) * Real.exp t := by
    rw [← Real.exp_add]
    congr 1
    ring
  have hE : Real.exp t ≠ 0 := Real.exp_ne_zero t
  have k : -c * u (Real.exp t) / Real.exp t ^ 2 * Real.exp t * Real.exp t
      = -c * u (Real.exp t) := by
    generalize Real.exp t = E at hE ⊢
    field_simp
  exact ((hm.fun_mul hv).fun_sub ((hasDerivAt_logAmp h t).div_const 2)).congr_deriv (by
    simp only [logSlope, logAmp, Function.comp_apply]
    rw [e]
    linear_combination Real.exp (-t / 2) * k)
```

Q: For c > 1/4 I'd now write w as a sine with an amplitude and a phase and read off the zeros.

A: That works once you know that every solution has that form. The file uses a conserved quantity instead. Fix t and consider

J(s) = w'(s) sin(ν(s − t)) − ν w(s) cos(ν(s − t)).

With w'' = −ν² w, its derivative is

J'(s) = −ν² w sin + ν w' cos − ν w' cos + ν² w sin = 0,

where the sines and cosines have the argument ν(s − t). So J is constant. At s = t it equals −ν w(t), and at s = t + π/ν it equals ν w(t + π/ν). Therefore

w(t + π/ν) = −w(t).

In the lemma, `p` stands for w', `hJ` is the calculation of J', and `hc` compares the two values of J. Dividing by ν finishes it.

```lean
/-- A harmonic oscillator of frequency `ν > 0` reverses its sign after half a period `π/ν`. -/
theorem oscillator_half_period {w p : ℝ → ℝ} {ν : ℝ} (hν : 0 < ν)
    (hw : ∀ t, HasDerivAt w (p t) t) (hp : ∀ t, HasDerivAt p (-ν ^ 2 * w t) t) (t : ℝ) :
    w (t + π / ν) = -w t := by
  have hθ : ∀ s, HasDerivAt (fun s : ℝ => ν * (s - t)) ν s := fun s => by
    simpa using ((hasDerivAt_id' s).sub_const t).const_mul ν
  -- the Wronskian with the sine that starts at `t` is conserved
  have hJ : ∀ s, HasDerivAt
      (fun s => p s * Real.sin (ν * (s - t)) - ν * (w s * Real.cos (ν * (s - t)))) 0 s :=
    fun s => (((hp s).fun_mul (hθ s).sin).fun_sub
      (((hw s).fun_mul (hθ s).cos).const_mul ν)).congr_deriv (by ring)
  have hc := is_const_of_deriv_eq_zero (fun s => (hJ s).differentiableAt)
    (fun s => (hJ s).deriv) (t + π / ν) t
  have e1 : ν * (t + π / ν - t) = π := by
    rw [add_sub_cancel_left]
    field_simp
  simp only [e1, sub_self, mul_zero, Real.sin_pi, Real.cos_pi, Real.sin_zero,
    Real.cos_zero] at hc
  apply mul_left_cancel₀ hν.ne'
  linear_combination hc
```

Q: And for c ≤ 1/4?

A: Set κ = √(1/4 − c), so that w'' = κ² w, and suppose that w vanishes at two points a < b. Two functions are needed:

K(s) = (w'(s) − κ w(s)) exp(κs)

q(s) = w(s) exp(−κs)

The first is conserved:

K'(s) = (w'' − κ w' + κ w' − κ² w) exp(κs) = 0.

The second has derivative

q'(s) = (w'(s) − κ w(s)) exp(−κs).

Since q(a) = q(b) = 0, Rolle's theorem gives a point x between them with q'(x) = 0, so w'(x) = κ w(x) and K(x) = 0. As K is constant, it is zero everywhere. Then q' is zero everywhere, q keeps its value q(a) = 0, and w is identically zero. The argument includes κ = 0, so the critical case c = 1/4 needs no separate treatment.

The Lean proof has the same order: `hK` and `hq` are the two derivatives, `exists_hasDerivAt_eq_zero` is Rolle's theorem, and `hall` spreads w' = κ w from x to the whole line.

```lean
/-- If `w'' = κ² w` on the whole line and `w` vanishes at two different points, then `w` is
identically zero. -/
theorem eq_zero_of_two_zeros {w p : ℝ → ℝ} {κ a b : ℝ}
    (hw : ∀ t, HasDerivAt w (p t) t) (hp : ∀ t, HasDerivAt p (κ ^ 2 * w t) t)
    (hab : a < b) (ha : w a = 0) (hb : w b = 0) (t : ℝ) : w t = 0 := by
  have hlin : ∀ k s : ℝ, HasDerivAt (fun s : ℝ => k * s) k s := fun k s => by
    simpa using (hasDerivAt_id' s).const_mul k
  -- a conserved quantity
  have hK : ∀ s, HasDerivAt (fun s => (p s - κ * w s) * Real.exp (κ * s)) 0 s :=
    fun s => (((hp s).fun_sub ((hw s).const_mul κ)).fun_mul (hlin κ s).exp).congr_deriv
      (by ring)
  have hq : ∀ s, HasDerivAt (fun s => w s * Real.exp (-κ * s))
      ((p s - κ * w s) * Real.exp (-κ * s)) s :=
    fun s => ((hw s).fun_mul (hlin (-κ) s).exp).congr_deriv (by ring)
  -- Rolle's theorem shows that the conserved quantity is zero
  obtain ⟨x, -, hx⟩ := exists_hasDerivAt_eq_zero hab
    (fun s _ => (hq s).continuousAt.continuousWithinAt) (by simp [ha, hb])
    (fun s _ => hq s)
  have hx0 : p x - κ * w x = 0 := (mul_eq_zero.mp hx).resolve_right (Real.exp_ne_zero _)
  have hall : ∀ s, p s - κ * w s = 0 := fun s => by
    have hc := is_const_of_deriv_eq_zero (fun s => (hK s).differentiableAt)
      (fun s => (hK s).deriv) s x
    simp only [hx0, zero_mul] at hc
    exact (mul_eq_zero.mp hc).resolve_right (Real.exp_ne_zero _)
  have hc := is_const_of_deriv_eq_zero (fun s => (hq s).differentiableAt)
    (fun s => by rw [(hq s).deriv, hall s, zero_mul]) t a
  simp only [ha, zero_mul] at hc
  exact (mul_eq_zero.mp hc).resolve_right (Real.exp_ne_zero _)
```

Q: I care about u and r, not w and t. What does the sign reversal mean there?

A: Take t = log r. Then w(t) = u(r)/√r, and a shift of t by π/ν multiplies r by exp(π/ν). Clearing the square roots gives

u(r exp(π/ν)) = −exp(π/(2ν)) u(r).

This is a discrete scale invariance: stretching the radius by one fixed factor reproduces the solution up to a negative constant. In the proof, `key` is the oscillator lemma at log r, and the remaining lines rearrange exponentials.

```lean
/-- Discrete scale invariance for `c > 1/4`: stretching the radius by `exp(π/ν)`, with
`ν = √(c - 1/4)`, multiplies every solution by `-exp(π/(2ν))`. -/
theorem discrete_scale_invariance {c : ℝ} {u v : ℝ → ℝ} (h : IsRadialSolution c u v)
    (hc : 1 / 4 < c) {r : ℝ} (hr : 0 < r) :
    u (r * Real.exp (π / logFrequency c))
      = -(Real.exp (π / logFrequency c / 2) * u r) := by
  have hν : 0 < logFrequency c := Real.sqrt_pos.mpr (by linarith)
  have hsq : logFrequency c ^ 2 = c - 1 / 4 := Real.sq_sqrt (by linarith)
  have key := oscillator_half_period hν (hasDerivAt_logAmp h)
    (fun t => (hasDerivAt_logSlope h t).congr_deriv (by rw [hsq]; ring)) (Real.log r)
  simp only [logAmp] at key
  rw [Real.exp_add, Real.exp_log hr] at key
  have hb : Real.exp (-Real.log r / 2) = Real.exp (-(Real.log r + π / logFrequency c) / 2)
      * Real.exp (π / logFrequency c / 2) := by
    rw [← Real.exp_add]
    congr 1
    ring
  apply mul_left_cancel₀ (Real.exp_ne_zero (-(Real.log r + π / logFrequency c) / 2))
  linear_combination key - u r * hb
```

So u has opposite signs at R and R exp(π/ν), or vanishes at both. Since u is continuous, the intermediate value theorem puts a zero in that closed window for every R > 0. The proof treats u(R) ≤ 0 and u(R) ≥ 0 separately, because the theorem has one version for each direction of crossing.

```lean
/-- For `c > 1/4` every solution has a zero in each window `[R, R exp(π/ν)]` with `R > 0`,
where `ν = √(c - 1/4)`. -/
theorem exists_zero_in_window {c : ℝ} {u v : ℝ → ℝ} (h : IsRadialSolution c u v)
    (hc : 1 / 4 < c) {R : ℝ} (hR : 0 < R) :
    ∃ x ∈ Set.Icc R (R * Real.exp (π / logFrequency c)), u x = 0 := by
  have hν : 0 < logFrequency c := Real.sqrt_pos.mpr (by linarith)
  have hle : R ≤ R * Real.exp (π / logFrequency c) :=
    le_mul_of_one_le_right hR.le (Real.one_le_exp (div_pos Real.pi_pos hν).le)
  have hcont : ContinuousOn u (Set.Icc R (R * Real.exp (π / logFrequency c))) :=
    fun x hx => (h x (hR.trans_le hx.1)).1.continuousAt.continuousWithinAt
  have hs := discrete_scale_invariance h hc hR
  have hg := Real.exp_pos (π / logFrequency c / 2)
  -- the solution has opposite signs at the two ends, or vanishes at both
  rcases le_total (u R) 0 with h0 | h0
  · exact intermediate_value_Icc hle hcont ⟨h0, by rw [hs]; nlinarith⟩
  · exact intermediate_value_Icc' hle hcont ⟨by rw [hs]; nlinarith, h0⟩
```

Q: One zero in a window is not yet infinitely many.

A: The window can start as far out as you like. If the zeros in [1, ∞) had an upper bound M, take R to be the larger of 1 and M + 1. The window starting at R contains a zero beyond M, which is a contradiction. A set of reals with no upper bound is infinite.

```lean
/-- Above the critical strength, `c > 1/4`, every solution has infinitely many zeros in
`[1, ∞)`. -/
theorem infinite_zeros {c : ℝ} {u v : ℝ → ℝ} (h : IsRadialSolution c u v)
    (hc : 1 / 4 < c) : {r : ℝ | 1 ≤ r ∧ u r = 0}.Infinite := by
  apply Set.infinite_of_not_bddAbove
  rintro ⟨M, hM⟩
  have h1 : (1 : ℝ) ≤ max 1 (M + 1) := le_max_left _ _
  have h2 : M + 1 ≤ max 1 (M + 1) := le_max_right _ _
  obtain ⟨x, hx, hx0⟩ := exists_zero_in_window h hc (zero_lt_one.trans_le h1)
  have h3 : x ≤ M := hM ⟨h1.trans hx.1, hx0⟩
  linarith [hx.1]
```

The same windows, moved inwards instead of outwards, give a neighbouring result: for c > 1/4 every solution also has infinitely many zeros in (0, 1], accumulating at the origin.

Q: The theorem you've just shown doesn't exclude u = 0. Isn't that suspicious?

A: It is harmless there, since the zero function has infinitely many zeros. For c ≤ 1/4 it would be a counterexample, so the next theorem has the hypothesis `hne`: u is nonzero at some r > 0. The conclusion, `Subsingleton`, means that the set of zeros on r > 0 has at most one element. One zero can occur: for c = 0 take u = r − 1, and for c = 1/4 take u = √r log r.

The proof takes two supposed zeros a < b of u, passes to the zeros log a < log b of w, and concludes that w vanishes everywhere. That contradicts `hne`. The final case split puts any two zeros in order.

```lean
/-- At or below the critical strength, `c ≤ 1/4`, a solution that is not identically zero on
`r > 0` has at most one zero there. -/
theorem at_most_one_zero {c : ℝ} {u v : ℝ → ℝ} (h : IsRadialSolution c u v)
    (hne : ∃ r, 0 < r ∧ u r ≠ 0) (hc : c ≤ 1 / 4) :
    {r : ℝ | 0 < r ∧ u r = 0}.Subsingleton := by
  obtain ⟨r, hr, hur⟩ := hne
  have hsq : √(1 / 4 - c) ^ 2 = 1 / 4 - c := Real.sq_sqrt (by linarith)
  have key : ∀ a b : ℝ, 0 < a → a < b → u a = 0 → u b = 0 → False := by
    intro a b ha hab hua hub
    have hz := eq_zero_of_two_zeros (κ := √(1 / 4 - c)) (hasDerivAt_logAmp h)
      (fun t => (hasDerivAt_logSlope h t).congr_deriv (by rw [hsq]))
      (Real.log_lt_log ha hab)
      (by rw [logAmp, Real.exp_log ha, hua, mul_zero])
      (by rw [logAmp, Real.exp_log (ha.trans hab), hub, mul_zero]) (Real.log r)
    rw [logAmp, Real.exp_log hr] at hz
    exact hur ((mul_eq_zero.mp hz).resolve_left (Real.exp_ne_zero _))
  rintro a ⟨ha, hua⟩ b ⟨hb, hub⟩
  rcases lt_trichotomy a b with hab | hab | hab
  · exact (key a b ha hab hua hub).elim
  · exact hab
  · exact (key b a hb hab hub hua).elim
```

Q: So what is the final statement, in words?

A: Let u be a real solution on r > 0 that is not identically zero there. Then the set of r ≥ 1 with u(r) = 0 is infinite if and only if c > 1/4. One direction is the window argument. For the other, if c ≤ 1/4 then the zeros in [1, ∞) lie in a set with at most one element, so there can't be infinitely many.

```lean
/-- The threshold: a solution that is not identically zero on `r > 0` has infinitely many zeros
in `[1, ∞)` exactly when `c > 1/4`. -/
theorem infinite_zeros_iff {c : ℝ} {u v : ℝ → ℝ} (h : IsRadialSolution c u v)
    (hne : ∃ r, 0 < r ∧ u r ≠ 0) :
    {r : ℝ | 1 ≤ r ∧ u r = 0}.Infinite ↔ 1 / 4 < c := by
  refine ⟨fun hinf => ?_, infinite_zeros h⟩
  by_contra hc
  exact hinf ((at_most_one_zero h hne (not_lt.mp hc)).finite.subset
    (fun x hx => ⟨zero_lt_one.trans_le hx.1, hx.2⟩))

end

end InverseSquareThreshold
```

```lean
#print axioms InverseSquareThreshold.infinite_zeros_iff
-- 'InverseSquareThreshold.infinite_zeros_iff' depends on axioms: [propext, Classical.choice, Quot.sound]
```

Q: My last doubt is the largest. I wanted a threshold for infinite series of dipole-bound states, and you have counted nodes at zero energy.

A: The link is Sturm oscillation theory, which I am quoting and the file doesn't contain: once the singularity is removed at short range in a way that keeps the channels separate (by a hard wall at a small radius, say), the number of negative-energy bound states in a channel equals the number of nodes, beyond the inner boundary, of the zero-energy solution that meets the inner boundary condition. With that, c > 1/4 is the condition for a channel to hold an infinite series of weakly bound states of one electron in the field of a fixed, non-rotating point dipole, cut off in this way.

Q: But with a modified core the inverse-square equation holds only outside some radius. Your predicate demands it for all r > 0.

A: The equation is linear, and its coefficient is smooth for r > 0, so a solution on the outer region continues inwards to a solution on all of r > 0. The continued function may differ from the physical one inside the core, but the two agree outside it. For c > 1/4 the infinitely many distant zeros are there. For c ≤ 1/4 there is at most one zero outside the core, and a core with a bounded potential or a hard wall adds only finitely many.

Q: And a real molecular anion?

A: There the dipole rotates and the other electrons respond, so the long-range problem is no longer this single radial equation. The theorem settles the node count for the fixed inverse-square tail.
